# Full orbital transfer is a strict local energy minimum on [0,1] exactly when U > D/(c + k)

The model gives an orbital-transfer coordinate x in [0,1] the energy (D − cU)x + kUx(1 − x), where U is the Hubbard parameter and the second term penalises fractional occupation. For c, k > 0, U ≥ 0 and any real D, the theorem says that the fully transferred state x = 1 has lower energy than all other nearby points of the interval exactly when U > D/(c + k). The proof writes the energy at distance t from full transfer, less the energy at x = 1, as t(U(c + k) − D − kUt). For the forward direction it picks a small positive t, where this product must be positive, and deduces that the second factor is positive; for the converse it gives an explicit neighbourhood in which both factors are positive.

The first attempt, which Lean rejects:

```lean
import Mathlib

open Set

namespace TransferredStrictLocalMinIff

noncomputable section

/-- Energy of the orbital-transfer coordinate `x` at Hubbard parameter `U`: a linear term
`(D - c U) x` plus the penalty `k U x (1 - x)` on fractional occupation. -/
def energy (D c k U x : ℝ) : ℝ := (D - c * U) * x + k * U * x * (1 - x)

/-- `x` is a strict local minimum of `f` relative to the physical interval `[0,1]`: every other
point of the interval close enough to `x` has a higher energy. -/
def StrictLocalMin (f : ℝ → ℝ) (x : ℝ) : Prop :=
  ∃ δ > 0, ∀ y ∈ Icc (0 : ℝ) 1, y ≠ x → |y - x| < δ → f x < f y

/-- For `c, k > 0` and `U ≥ 0`, the fully transferred state `x = 1` is a strict local minimum
on `[0,1]` exactly when `U > D / (c + k)`. -/
theorem transferred_strictLocalMin_iff {D c k U : ℝ} (hc : 0 < c) (hk : 0 < k) (hU : 0 ≤ U) :
    StrictLocalMin (energy D c k U) 1 ↔ D / (c + k) < U := by
  have hkU : 0 ≤ k * U := mul_nonneg hk.le hU
  have hpos : 0 < k * U + 1 := by linarith
  -- energy difference in terms of the distance `t` from full transfer
  have key : ∀ t : ℝ, energy D c k U (1 - t) - energy D c k U 1
      = t * (U * (c + k) - D - k * U * t) := by
    intro t
    unfold energy
    ring
  rw [div_lt_iff₀ (add_pos hc hk)]
  constructor
  · rintro ⟨δ, hδ, h⟩
    have ht : 0 < min (δ / 2) 1 := lt_min (by linarith) one_pos
    have ht1 : min (δ / 2) 1 ≤ 1 := min_le_right _ _
    have ht2 : min (δ / 2) 1 ≤ δ / 2 := min_le_left _ _
    generalize min (δ / 2) 1 = t at ht ht1 ht2
    have hlt := h (1 - t) ⟨by linarith, by linarith⟩ (fun he => by linarith)
      (by rw [abs_lt]; constructor <;> linarith)
    have hp : 0 < t * (U * (c + k) - D - k * U * t) := by linarith [key t]
    have hq := pos_of_mul_pos_of_pos_left hp ht.le
    linarith [mul_nonneg hkU ht.le]
  · intro h
    refine ⟨(U * (c + k) - D) / (k * U + 1), div_pos (by linarith) hpos,
      fun y hy hne hd => ?_⟩
    have ht : 0 < 1 - y := sub_pos.2 (lt_of_le_of_ne hy.2 hne)
    rw [abs_sub_comm, abs_of_pos ht, lt_div_iff₀ hpos] at hd
    have hf : 0 < U * (c + k) - D - k * U * (1 - y) := by linarith
    have hkey := key (1 - y)
    rw [sub_sub_cancel] at hkey
    linarith [mul_pos ht hf]

end

end TransferredStrictLocalMinIff
```

Messages:

```
Main.lean:40:15: error(lean.unknownIdentifier): Unknown identifier `pos_of_mul_pos_of_pos_left`
```

What went wrong. The one error is a missing name: Lean finds no declaration called `pos_of_mul_pos_of_pos_left`. The line was meant to take `hp`, which says that the product of `t` and `U * (c + k) - D - k * U * t` is positive, and conclude that the second factor is positive.

The repair gets this from `mul_pos_iff_of_pos_left`. Given that the left factor is positive, this lemma says that the product is positive if and only if the right factor is. Its hypothesis is the strict inequality `0 < t`, so the new line passes `ht` itself and not the weaker `ht.le`. The lemma is an equivalence, so `.1` selects the direction from product to factor, which is then applied to `hp`.

The result `hq` is the inequality the next line needs: together with `0 ≤ k * U * t`, it lets `linarith` reach `D < U * (c + k)`.

After these edits no error is left:

```diff
@@ -38,5 +38,5 @@
       (by rw [abs_lt]; constructor <;> linarith)
     have hp : 0 < t * (U * (c + k) - D - k * U * t) := by linarith [key t]
-    have hq := pos_of_mul_pos_of_pos_left hp ht.le
+    have hq := (mul_pos_iff_of_pos_left ht).1 hp
     linarith [mul_nonneg hkU ht.le]
   · intro h
```
